# Transition-state and endpoint-average estimates bracket the energy difference when the orbital energy is convex in the occupation

To estimate an ionisation energy with Slater's transition state, one puts half an electron in the spin orbital being emptied, converges the self-consistent calculation and takes minus that orbital's eigenvalue. Minus the average of the eigenvalues at the two end occupations is a second estimate. The problems below treat the energy change on filling the orbital, so the minus signs drop out, and compare both estimates with the total-energy difference, for a single occupation varied along one energy curve whose slope is the orbital energy.

In Lean 4 with Mathlib:

```lean
import Mathlib

open Set

namespace SlaterTransitionState

noncomputable section
```

## The energy curve and its two estimates

Let E(n) be the total energy at occupation n of one spin orbital, with the orbitals self-consistent at each n and the other occupations and the nuclei held fixed, and let ε(n) be the orbital energy. Janak's relation says that E′(n) = ε(n). Here it is a hypothesis, not derived from a density functional. `JanakOn E ε a b` requires it on the open interval (a,b), written `Ioo a b`, and requires E to be continuous on the closed interval [a,b], written `Icc a b`.

```lean
/-- Janak relation on the occupation range `[a, b]`: the total energy `E` is continuous on the
closed range and its derivative at every interior occupation `n` is the orbital energy `ε n`. -/
structure JanakOn (E ε : ℝ → ℝ) (a b : ℝ) : Prop where
  cont : ContinuousOn E (Icc a b)
  hasDeriv : ∀ n ∈ Ioo a b, HasDerivAt E (ε n) n
```

The transition-state estimate multiplies the change of occupation by ε at the midpoint.

```lean
/-- Transition-state estimate: the change of occupation times the orbital energy at the
midpoint occupation. -/
def transitionState (ε : ℝ → ℝ) (a b : ℝ) : ℝ := (b - a) * ε ((a + b) / 2)
```

The endpoint average uses ε(a) and ε(b) instead.

```lean
/-- Endpoint-average estimate: the change of occupation times the mean of the orbital energies
at the two end occupations. -/
def endpointAverage (ε : ℝ → ℝ) (a b : ℝ) : ℝ := (b - a) * ((ε a + ε b) / 2)
```

A cubic energy with real coefficients c₀, c₁, c₂, c₃ will serve as a test case.

```lean
/-- A total energy that is a cubic polynomial in the occupation. -/
def cubicEnergy (c₀ c₁ c₂ c₃ n : ℝ) : ℝ := c₀ + c₁ * n + c₂ * n ^ 2 + c₃ * n ^ 3
```

Its derivative is the matching orbital energy.

```lean
/-- The quadratic orbital energy `c₁ + 2 c₂ n + 3 c₃ n²`. -/
def cubicOrbital (c₁ c₂ c₃ n : ℝ) : ℝ := c₁ + 2 * c₂ * n + 3 * c₃ * n ^ 2
```

## (a) A mean value over mirrored occupations

Let a < b and let Janak's relation hold. Show that some c strictly between (a+b)/2 and b satisfies

E(b) − E(a) = (b−a) · [ε(c) + ε(a+b−c)]/2.

Write m = (a+b)/2 and fold the curve about m by setting G(n) = E(n) − E(a+b−n). Then G(m) = 0, G(b) = E(b) − E(a), and the chain rule gives G′(n) = ε(n) + ε(a+b−n) on (m,b). The mean value theorem on [m,b], whose length is (b−a)/2, gives

E(b) − E(a) = [(b−a)/2] · [ε(c) + ε(a+b−c)].

In the code, `hcont` and `hder` establish the continuity and derivative of G, and `exists_hasDerivAt_eq_slope` is the mean value theorem. Neither continuity nor integrability of ε is assumed.

```lean
variable {E ε : ℝ → ℝ} {a b : ℝ}

/-- If `a < b` and the Janak relation holds on `[a, b]`, the energy difference equals the change of
occupation times the mean orbital energy at two occupations `c` and `a + b - c`, with `c` strictly
between the midpoint and `b`. -/
theorem symmetric_mean_value (hab : a < b) (h : JanakOn E ε a b) :
    ∃ c ∈ Ioo ((a + b) / 2) b, E b - E a = (b - a) * ((ε c + ε (a + b - c)) / 2) := by
  have hm : (a + b) / 2 < b := by linarith
  -- fold the range about its midpoint: study n ↦ E n - E (a + b - n)
  have hcont : ContinuousOn (fun x => E x - E (a + b - x)) (Icc ((a + b) / 2) b) := by
    have h1 : ContinuousOn E (Icc ((a + b) / 2) b) :=
      h.cont.mono (Icc_subset_Icc (by linarith) le_rfl)
    have hf : ContinuousOn (fun x : ℝ => a + b - x) (Icc ((a + b) / 2) b) := by fun_prop
    have hmaps : MapsTo (fun x : ℝ => a + b - x) (Icc ((a + b) / 2) b) (Icc a b) := by
      intro x hx
      simp only [mem_Icc] at hx ⊢
      constructor <;> linarith [hx.1, hx.2]
    have h2 := h.cont.comp hf hmaps
    have h3 := h1.sub h2
    exact h3
  have hder : ∀ x ∈ Ioo ((a + b) / 2) b,
      HasDerivAt (fun x => E x - E (a + b - x)) (ε x + ε (a + b - x)) x := by
    intro x hx
    have d1 := h.hasDeriv x ⟨by linarith [hx.1], hx.2⟩
    have d2 := h.hasDeriv (a + b - x) ⟨by linarith [hx.2], by linarith [hx.1]⟩
    have d3 : HasDerivAt (fun y : ℝ => a + b - y) (-1) x :=
      (hasDerivAt_id' x).const_sub (a + b)
    have d4 : HasDerivAt (E ∘ fun y : ℝ => a + b - y) (ε (a + b - x) * -1) x :=
      HasDerivAt.comp x d2 d3
    have d5 := (d1.sub d4).congr_deriv
      (show ε x - ε (a + b - x) * -1 = ε x + ε (a + b - x) by ring)
    exact d5
  -- mean value theorem on the upper half of the range
  obtain ⟨c, hc, hs⟩ := exists_hasDerivAt_eq_slope (fun x => E x - E (a + b - x))
    (fun x => ε x + ε (a + b - x)) hm hcont hder
  have e1 : a + b - b = a := by ring
  have e2 : a + b - (a + b) / 2 = (a + b) / 2 := by ring
  simp only [e1, e2] at hs
  rw [eq_div_iff (sub_pos.mpr hm).ne'] at hs
  exact ⟨c, hc, by linear_combination (-1) * hs⟩
```

## (b) The midpoint lies below every mirrored pair

Let ε be convex on [a,b]. Show that for every c in [a,b]

ε((a+b)/2) ≤ [ε(c) + ε(a+b−c)]/2.

The midpoint of c and a+b−c is (a+b)/2, so this is convexity with both weights equal to 1/2. `ConvexOn ℝ (Icc a b) ε` supplies the inequality as `key`.

```lean
/-- For a convex orbital energy, its value at the midpoint occupation is at most its mean over
any pair of occupations placed symmetrically in the range. -/
theorem midpoint_le_pair (hconv : ConvexOn ℝ (Icc a b) ε) {c : ℝ} (hc : c ∈ Icc a b) :
    ε ((a + b) / 2) ≤ (ε c + ε (a + b - c)) / 2 := by
  have hc' : a + b - c ∈ Icc a b := ⟨by linarith [hc.2], by linarith [hc.1]⟩
  have key := hconv.2 hc hc' (show (0 : ℝ) ≤ 1 / 2 by norm_num)
    (show (0 : ℝ) ≤ 1 / 2 by norm_num) (by norm_num)
  simp only [smul_eq_mul] at key
  have e : 1 / 2 * c + 1 / 2 * (a + b - c) = (a + b) / 2 := by ring
  rw [e] at key
  linarith
```

## (c) Every mirrored pair lies below the endpoints

With a < b and the same convexity, show that for every c in [a,b]

[ε(c) + ε(a+b−c)]/2 ≤ [ε(a) + ε(b)]/2.

Put t = (c−a)/(b−a), which lies in [0,1]. Then c = (1−t)a + tb and a+b−c = ta + (1−t)b, so

ε(c) ≤ (1−t)ε(a) + tε(b),

ε(a+b−c) ≤ tε(a) + (1−t)ε(b).

Adding these and halving gives the claim. They are `k1` and `k2` in the code.

```lean
/-- For a convex orbital energy, its mean over any pair of occupations placed symmetrically in
the range is at most its mean over the two end occupations. -/
theorem pair_le_endpoints (hab : a < b) (hconv : ConvexOn ℝ (Icc a b) ε) {c : ℝ}
    (hc : c ∈ Icc a b) : (ε c + ε (a + b - c)) / 2 ≤ (ε a + ε b) / 2 := by
  have hba : 0 < b - a := sub_pos.mpr hab
  obtain ⟨t, ht, h0, h1⟩ : ∃ t : ℝ, t * (b - a) = c - a ∧ 0 ≤ t ∧ t ≤ 1 :=
    ⟨(c - a) / (b - a), div_mul_cancel₀ _ hba.ne', div_nonneg (by linarith [hc.1]) hba.le,
      (div_le_one hba).mpr (by linarith [hc.2])⟩
  -- the two occupations are mirrored convex combinations of the endpoints
  have e1 : (1 - t) * a + t * b = c := by linear_combination ht
  have e2 : t * a + (1 - t) * b = a + b - c := by linear_combination (-1) * ht
  have k1 := hconv.2 (left_mem_Icc.mpr hab.le) (right_mem_Icc.mpr hab.le)
    (sub_nonneg.mpr h1) h0 (by ring)
  have k2 := hconv.2 (left_mem_Icc.mpr hab.le) (right_mem_Icc.mpr hab.le)
    h0 (sub_nonneg.mpr h1) (by ring)
  simp only [smul_eq_mul] at k1 k2
  rw [e1] at k1
  rw [e2] at k2
  linarith
```

## (d) The bracket on any occupation range

Combine the three results to show that

(b−a) ε((a+b)/2) ≤ E(b) − E(a) ≤ (b−a) [ε(a) + ε(b)]/2.

Take c from (a), apply (b) and (c) to the pair average, and multiply by b−a > 0.

The convexity is that of ε, not of E. Physically, the rate at which the orbital energy rises with occupation does not decrease as the orbital fills. This is a condition on the system and the functional.

Continuity of E at the ends matters too. Take E = 0 on [0,1), E(1) = 1 and ε = 0: both estimates vanish, but the difference is 1. A calculation can show such a jump if the run at the end occupation converges to a different electronic state.

```lean
/-- If the Janak relation holds and the orbital energy is convex on `[a, b]`, the exact energy
difference lies between the transition-state and the endpoint-average estimates. -/
theorem slater_bracket (hab : a < b) (h : JanakOn E ε a b) (hconv : ConvexOn ℝ (Icc a b) ε) :
    transitionState ε a b ≤ E b - E a ∧ E b - E a ≤ endpointAverage ε a b := by
  obtain ⟨c, hc, hE⟩ := symmetric_mean_value hab h
  have hc' : c ∈ Icc a b := ⟨by linarith [hc.1], hc.2.le⟩
  have hba : 0 ≤ b - a := (sub_pos.mpr hab).le
  rw [hE]
  exact ⟨mul_le_mul_of_nonneg_left (midpoint_le_pair hconv hc') hba,
    mul_le_mul_of_nonneg_left (pair_le_endpoints hab hconv hc') hba⟩
```

## (e) One full electron

Let E be differentiable on the real line with E′ convex on [0,1]. Show that

E′(1/2) ≤ E(1) − E(0) ≤ [E′(0) + E′(1)]/2.

Set a = 0, b = 1 and ε = E′ in (d). Differentiability supplies both parts of `JanakOn`. Physical occupations run only from 0 to 1. For an energy known only there, (d) gives the same bracket under its own hypotheses, with ε(0), ε(1/2) and ε(1) in place of the derivatives.

The ionisation energy is E(0) − E(1), so the signs and the order reverse: −E′(1/2) is an upper bound. To test the bracket, one can run occupations 0, 1/2 and 1 and compare the eigenvalues with the total energies. If it is violated by more than the numerical error, a hypothesis has failed: for example, the orbital energy is not convex, the eigenvalues are not derivatives of the total energy, or the runs have reached different electronic states.

```lean
/-- One full electron: if `E` is differentiable and the orbital energy `E'` is convex on
`[0, 1]`, then `E'(1/2) ≤ E(1) - E(0) ≤ (E'(0) + E'(1)) / 2`. -/
theorem slater_bracket_unit (hE : Differentiable ℝ E)
    (hconv : ConvexOn ℝ (Icc 0 1) (deriv E)) :
    deriv E (1 / 2) ≤ E 1 - E 0 ∧ E 1 - E 0 ≤ (deriv E 0 + deriv E 1) / 2 := by
  have hJ : JanakOn E (deriv E) 0 1 :=
    ⟨hE.continuous.continuousOn, fun n _ => (hE n).hasDerivAt⟩
  have h := slater_bracket (by norm_num : (0 : ℝ) < 1) hJ hconv
  simp only [transitionState, endpointAverage] at h
  have e : ((0 : ℝ) + 1) / 2 = 1 / 2 := by norm_num
  rw [e] at h
  constructor <;> linarith [h.1, h.2]
```

## (f) Concave orbital energies

Show that for concave ε

(b−a) [ε(a) + ε(b)]/2 ≤ E(b) − E(a) ≤ (b−a) ε((a+b)/2).

The pair −E, −ε obeys Janak's relation and −ε is convex. Apply (d) and change signs.

```lean
/-- If the Janak relation holds and the orbital energy is concave on `[a, b]`, the bracket is
reversed: the endpoint average is at most the exact energy difference, which is at most the
transition-state estimate. -/
theorem slater_bracket_concave (hab : a < b) (h : JanakOn E ε a b)
    (hconc : ConcaveOn ℝ (Icc a b) ε) :
    endpointAverage ε a b ≤ E b - E a ∧ E b - E a ≤ transitionState ε a b := by
  -- apply the convex case to -E and -ε
  have hJ : JanakOn (-E) (-ε) a b := ⟨h.cont.neg, fun n hn => (h.hasDeriv n hn).neg⟩
  have key := slater_bracket hab hJ hconc.neg
  simp only [transitionState, endpointAverage, Pi.neg_apply] at key ⊢
  constructor <;> linarith [key.1, key.2]
```

## (g) Strict inequalities

Show that for strictly convex ε

(b−a) ε((a+b)/2) < E(b) − E(a) < (b−a) [ε(a) + ε(b)]/2.

The c from (a) differs from the midpoint, so c ≠ a+b−c and (b) becomes strict. It also lies inside (a,b), so 0 < t < 1 and (c) becomes strict. These are `low` and `high`.

```lean
/-- If the Janak relation holds and the orbital energy is strictly convex on `[a, b]`, the exact
energy difference lies strictly between the transition-state and the endpoint-average estimates. -/
theorem slater_bracket_strict (hab : a < b) (h : JanakOn E ε a b)
    (hconv : StrictConvexOn ℝ (Icc a b) ε) :
    transitionState ε a b < E b - E a ∧ E b - E a < endpointAverage ε a b := by
  obtain ⟨c, hc, hE⟩ := symmetric_mean_value hab h
  have hba : 0 < b - a := sub_pos.mpr hab
  have hc1 : c ∈ Icc a b := ⟨by linarith [hc.1], hc.2.le⟩
  have hc2 : a + b - c ∈ Icc a b := ⟨by linarith [hc.2], by linarith [hc.1]⟩
  -- c is off the midpoint, so the pair consists of two distinct occupations
  have hne : c ≠ a + b - c := by
    intro hh
    linarith [hc.1]
  have low : ε ((a + b) / 2) < (ε c + ε (a + b - c)) / 2 := by
    have key := hconv.2 hc1 hc2 hne (show (0 : ℝ) < 1 / 2 by norm_num)
      (show (0 : ℝ) < 1 / 2 by norm_num) (by norm_num)
    simp only [smul_eq_mul] at key
    have e : 1 / 2 * c + 1 / 2 * (a + b - c) = (a + b) / 2 := by ring
    rw [e] at key
    linarith
  -- c is interior, so both weights on the endpoints are positive
  have high : (ε c + ε (a + b - c)) / 2 < (ε a + ε b) / 2 := by
    obtain ⟨t, ht, h0, h1⟩ : ∃ t : ℝ, t * (b - a) = c - a ∧ 0 < t ∧ t < 1 :=
      ⟨(c - a) / (b - a), div_mul_cancel₀ _ hba.ne', div_pos (by linarith [hc.1]) hba,
        (div_lt_one hba).mpr (by linarith [hc.2])⟩
    have e1 : (1 - t) * a + t * b = c := by linear_combination ht
    have e2 : t * a + (1 - t) * b = a + b - c := by linear_combination (-1) * ht
    have k1 := hconv.2 (left_mem_Icc.mpr hab.le) (right_mem_Icc.mpr hab.le) hab.ne
      (sub_pos.mpr h1) h0 (by ring)
    have k2 := hconv.2 (left_mem_Icc.mpr hab.le) (right_mem_Icc.mpr hab.le) hab.ne
      h0 (sub_pos.mpr h1) (by ring)
    simp only [smul_eq_mul] at k1 k2
    rw [e1] at k1
    rw [e2] at k2
    linarith
  rw [hE]
  exact ⟨mul_lt_mul_of_pos_left low hba, mul_lt_mul_of_pos_left high hba⟩
```

## (h) Several occupation steps

For a strictly increasing grid x₀, x₁, …, with the hypotheses of (d) on [x₀, x_N], show that, summing over k = 0, …, N−1,

Σ (x_{k+1} − x_k) ε((x_k + x_{k+1})/2) ≤ E(x_N) − E(x₀) ≤ Σ (x_{k+1} − x_k) [ε(x_k) + ε(x_{k+1})]/2.

Janak's relation and convexity restrict to each step, so (d) applies there. The exact differences telescope, as `tel` records. For N = 0 all three quantities are zero. The sums are the composite midpoint and trapezoidal rules for ε.

```lean
/-- On a strictly increasing grid of occupations, if the Janak relation holds and the orbital energy
is convex on the range from `x 0` to `x N`, the summed transition-state and summed endpoint-average
estimates of `N` steps bracket the total energy difference. -/
theorem slater_bracket_multistep (x : ℕ → ℝ) (hx : StrictMono x) (N : ℕ)
    (h : JanakOn E ε (x 0) (x N)) (hconv : ConvexOn ℝ (Icc (x 0) (x N)) ε) :
    ∑ k ∈ Finset.range N, transitionState ε (x k) (x (k + 1)) ≤ E (x N) - E (x 0) ∧
      E (x N) - E (x 0) ≤ ∑ k ∈ Finset.range N, endpointAverage ε (x k) (x (k + 1)) := by
  have step : ∀ k ∈ Finset.range N,
      transitionState ε (x k) (x (k + 1)) ≤ E (x (k + 1)) - E (x k) ∧
        E (x (k + 1)) - E (x k) ≤ endpointAverage ε (x k) (x (k + 1)) := by
    intro k hk
    have h1 : x 0 ≤ x k := hx.monotone (Nat.zero_le k)
    have h2 : x (k + 1) ≤ x N := hx.monotone (Nat.succ_le_of_lt (Finset.mem_range.mp hk))
    have sub : Icc (x k) (x (k + 1)) ⊆ Icc (x 0) (x N) := Icc_subset_Icc h1 h2
    have hJ : JanakOn E ε (x k) (x (k + 1)) :=
      ⟨h.cont.mono sub, fun n hn =>
        h.hasDeriv n ⟨lt_of_le_of_lt h1 hn.1, lt_of_lt_of_le hn.2 h2⟩⟩
    exact slater_bracket (hx (Nat.lt_succ_self k)) hJ (hconv.subset sub (convex_Icc _ _))
  -- the exact step energies telescope
  have tel : ∑ k ∈ Finset.range N, (E (x (k + 1)) - E (x k)) = E (x N) - E (x 0) :=
    Finset.sum_range_sub (fun k => E (x k)) N
  rw [← tel]
  exact ⟨Finset.sum_le_sum fun k hk => (step k hk).1,
    Finset.sum_le_sum fun k hk => (step k hk).2⟩
```

## (i) Errors for a cubic energy

For the cubic energy, verify Janak's relation and show that

[E(b) − E(a)] − (b−a) ε((a+b)/2) = c₃(b−a)³/4,

(b−a) [ε(a) + ε(b)]/2 − [E(b) − E(a)] = c₃(b−a)³/2.

Differentiating term by term gives ε. With m = (a+b)/2 and d = b−a, the three quantities are

transition state: d(c₁ + 2c₂m + 3c₃m²),

exact difference: d(c₁ + 2c₂m + 3c₃m² + c₃d²/4),

endpoint average: d(c₁ + 2c₂m + 3c₃m² + 3c₃d²/4).

Subtraction gives both errors. In the code, `hd` is the derivative and `ring` does the algebra. For a quadratic energy, c₃ = 0 and both estimates are exact.

```lean
/-- The cubic energy and the quadratic orbital energy obey the Janak relation; the exact
difference exceeds the transition-state estimate by `c₃ (b - a)³ / 4` and the endpoint average
exceeds the exact difference by `c₃ (b - a)³ / 2`. -/
theorem cubic_errors (c₀ c₁ c₂ c₃ a b : ℝ) :
    JanakOn (cubicEnergy c₀ c₁ c₂ c₃) (cubicOrbital c₁ c₂ c₃) a b ∧
      (cubicEnergy c₀ c₁ c₂ c₃ b - cubicEnergy c₀ c₁ c₂ c₃ a)
          - transitionState (cubicOrbital c₁ c₂ c₃) a b = c₃ * (b - a) ^ 3 / 4 ∧
      endpointAverage (cubicOrbital c₁ c₂ c₃) a b
          - (cubicEnergy c₀ c₁ c₂ c₃ b - cubicEnergy c₀ c₁ c₂ c₃ a) = c₃ * (b - a) ^ 3 / 2 := by
  have hd : ∀ n : ℝ, HasDerivAt (cubicEnergy c₀ c₁ c₂ c₃) (cubicOrbital c₁ c₂ c₃ n) n := by
    intro n
    have h2 : HasDerivAt (fun x : ℝ => x ^ 2) (2 * n) n := by
      simpa using hasDerivAt_pow 2 n
    have h3 : HasDerivAt (fun x : ℝ => x ^ 3) (3 * n ^ 2) n := by
      simpa using hasDerivAt_pow 3 n
    have d := ((((hasDerivAt_const n c₀).fun_add ((hasDerivAt_id' n).const_mul c₁)).fun_add
      (h2.const_mul c₂)).fun_add (h3.const_mul c₃)).congr_deriv
      (show 0 + c₁ * 1 + c₂ * (2 * n) + c₃ * (3 * n ^ 2) = cubicOrbital c₁ c₂ c₃ n by
        unfold cubicOrbital
        ring)
    exact d
  refine ⟨⟨fun n _ => (hd n).continuousAt.continuousWithinAt, fun n _ => hd n⟩, ?_, ?_⟩
  · simp only [cubicEnergy, cubicOrbital, transitionState]
    ring
  · simp only [cubicEnergy, cubicOrbital, endpointAverage]
    ring
```

## (j) A numerical example

For E = n³ and ε = 3n² on [0,1], check the hypotheses of (g) and show that the transition-state estimate, exact difference and endpoint average are

3/4, 1, 3/2.

Janak's relation comes from (i). For x ≠ y and 0 < s < 1,

sε(x) + (1−s)ε(y) − ε(sx + (1−s)y) = 3s(1−s)(x−y)² > 0,

so ε is strictly convex. The values are 3·(1/2)², 1 − 0 and (0+3)/2.

This curve is chosen for easy arithmetic and does not describe a bound electron, since ε ≥ 0. Adding a term c₁n with c₁ < −3 makes ε negative on [0,1] and shifts all three values by c₁, leaving the gaps between them unchanged.

```lean
/-- The energy `n³` with orbital energy `3 n²` obeys the Janak relation on `[0, 1]` with a
strictly convex orbital energy; the transition-state estimate, the exact difference and the
endpoint average are `3/4`, `1` and `3/2`. -/
theorem slater_bracket_witness :
    JanakOn (cubicEnergy 0 0 0 1) (cubicOrbital 0 0 1) 0 1 ∧
      StrictConvexOn ℝ (Icc 0 1) (cubicOrbital 0 0 1) ∧
      transitionState (cubicOrbital 0 0 1) 0 1 = 3 / 4 ∧
      cubicEnergy 0 0 0 1 1 - cubicEnergy 0 0 0 1 0 = 1 ∧
      endpointAverage (cubicOrbital 0 0 1) 0 1 = 3 / 2 := by
  refine ⟨(cubic_errors 0 0 0 1 0 1).1, ⟨convex_Icc _ _, ?_⟩, ?_, ?_, ?_⟩
  · intro x _ y _ hxy s t hs ht hst
    simp only [smul_eq_mul, cubicOrbital]
    obtain rfl : t = 1 - s := by linarith
    -- the convexity gap is 3 s (1 - s) (x - y)²
    have hsq : 0 < (x - y) ^ 2 :=
      lt_of_le_of_ne (sq_nonneg _) (pow_ne_zero 2 (sub_ne_zero.mpr hxy)).symm
    have hpos : 0 < s * (1 - s) * (x - y) ^ 2 := mul_pos (mul_pos hs ht) hsq
    nlinarith [hpos]
  · norm_num [transitionState, cubicOrbital]
  · norm_num [cubicEnergy]
  · norm_num [endpointAverage, cubicOrbital]

end

end SlaterTransitionState
```

```lean
#print axioms SlaterTransitionState.slater_bracket_unit
-- 'SlaterTransitionState.slater_bracket_unit' depends on axioms: [propext, Classical.choice, Quot.sound]
#print axioms SlaterTransitionState.slater_bracket_concave
-- 'SlaterTransitionState.slater_bracket_concave' depends on axioms: [propext, Classical.choice, Quot.sound]
#print axioms SlaterTransitionState.slater_bracket_strict
-- 'SlaterTransitionState.slater_bracket_strict' depends on axioms: [propext, Classical.choice, Quot.sound]
#print axioms SlaterTransitionState.slater_bracket_multistep
-- 'SlaterTransitionState.slater_bracket_multistep' depends on axioms: [propext, Classical.choice, Quot.sound]
```
